# An inert second unit lowers the averaged coupled-pair energy of a coupled two-level unit below its exact value

Two distant two-level units have the same gap \(D>0\), but only the first has a coupling \(v\neq 0\) between its levels, so, with energies measured from the uncoupled lower levels, the ground energy of the pair is that of the first unit alone. The averaged coupled-pair functional, which divides the excitation weight in its normalisation by the number of correlated electron pairs (here each unit stands for one pair), gives a lower energy.

In Lean 4 with Mathlib:

```lean
import Mathlib

open Finset

namespace AveragedCoupledPairInertUnits

noncomputable section

/-- The averaged coupled-pair functional for one active unit (amplitude `a`, coupling `v`)
and `n` inert units (amplitudes `b i`, no coupling), all with excitation energy `D`. -/
def acpf (n : ℕ) (v D a : ℝ) (b : Fin n → ℝ) : ℝ :=
  (2 * v * a + D * (a ^ 2 + ∑ i, b i ^ 2)) / (1 + (a ^ 2 + ∑ i, b i ^ 2) / ((n : ℝ) + 1))

/-- The closed form `N (D - √(D² + 4v²/N)) / 2`, where `N` is the number of units. -/
def acpfEnergy (N v D : ℝ) : ℝ := N * (D - √(D ^ 2 + 4 * v ^ 2 / N)) / 2

/-- The lower level `(D - √(D² + 4v²)) / 2` of a two-level unit with gap `D` and coupling `v`. -/
def unitEnergy (v D : ℝ) : ℝ := (D - √(D ^ 2 + 4 * v ^ 2)) / 2

/-- The quadratic form `⟨ψ|H|ψ⟩` for a real wavefunction of the active unit and `n` inert units; it
is the mean energy when the wavefunction is normalised. The set `S` lists the excited inert units;
`x S` and `y S` are the amplitudes with the active unit in its lower and upper level. -/
def meanEnergy (n : ℕ) (v D : ℝ) (x y : Finset (Fin n) → ℝ) : ℝ :=
  ∑ S, (2 * v * x S * y S + D * y S ^ 2 + D * (S.card : ℝ) * (x S ^ 2 + y S ^ 2))

/-- The closed form is non-positive and solves the quadratic equation `E (D - E/N) = -v²`. -/
theorem acpfEnergy_root {N D : ℝ} (v : ℝ) (hN : 0 < N) (hD : 0 < D) :
    acpfEnergy N v D ≤ 0 ∧
      acpfEnergy N v D * (D - acpfEnergy N v D / N) = -v ^ 2 := by
  have h0 : 0 ≤ 4 * v ^ 2 / N := by positivity
  have hs := Real.sq_sqrt (show 0 ≤ D ^ 2 + 4 * v ^ 2 / N by positivity)
  have hle : D ≤ √(D ^ 2 + 4 * v ^ 2 / N) := (Real.le_sqrt' hD).2 (by linarith)
  have h2 : N * (4 * v ^ 2 / N) = 4 * v ^ 2 := mul_div_cancel₀ _ hN.ne'
  unfold acpfEnergy
  generalize √(D ^ 2 + 4 * v ^ 2 / N) = s at hs hle ⊢
  have h3 : N * (D - s) / 2 / N = (D - s) / 2 := by field_simp
  constructor
  · nlinarith [mul_nonneg hN.le (sub_nonneg.2 hle)]
  · rw [h3]
    linear_combination -(N / 4) * hs - (1 / 4) * h2

/-- With a non-zero coupling the closed form is strictly negative. -/
theorem acpfEnergy_neg {N v D : ℝ} (hN : 0 < N) (hD : 0 < D) (hv : v ≠ 0) :
    acpfEnergy N v D < 0 := by
  obtain ⟨hE, hr⟩ := acpfEnergy_root v hN hD
  refine lt_of_le_of_ne hE fun h => ?_
  rw [h] at hr
  have : 0 < v ^ 2 := by positivity
  linarith

/-- The minimum of the averaged coupled-pair functional for one active and `n` inert units
is the closed form with `N = n + 1`. -/
theorem acpf_isLeast (n : ℕ) (v : ℝ) {D : ℝ} (hD : 0 < D) :
    IsLeast (Set.range fun p : ℝ × (Fin n → ℝ) => acpf n v D p.1 p.2)
      (acpfEnergy ((n : ℝ) + 1) v D) := by
  have hN : (0 : ℝ) < (n : ℝ) + 1 := by positivity
  obtain ⟨hE, hr⟩ := acpfEnergy_root v hN hD
  generalize acpfEnergy ((n : ℝ) + 1) v D = E at hE hr ⊢
  have hK : 0 < D - E / ((n : ℝ) + 1) := by
    have := div_nonpos_of_nonpos_of_nonneg hE hN.le
    linarith
  -- the optimal amplitude of the active unit
  obtain ⟨c, hc⟩ : ∃ c : ℝ, c * (D - E / ((n : ℝ) + 1)) = -v :=
    ⟨-v / (D - E / ((n : ℝ) + 1)), div_mul_cancel₀ _ hK.ne'⟩
  have hvc : v * c = E := mul_right_cancel₀ hK.ne' (by linear_combination v * hc - hr)
  constructor
  · refine ⟨(c, 0), ?_⟩
    have hs : ∑ i : Fin n, ((0 : Fin n → ℝ) i) ^ 2 = 0 := by simp
    show (2 * v * c + D * (c ^ 2 + ∑ i : Fin n, ((0 : Fin n → ℝ) i) ^ 2)) /
      (1 + (c ^ 2 + ∑ i : Fin n, ((0 : Fin n → ℝ) i) ^ 2) / ((n : ℝ) + 1)) = E
    rw [hs, add_zero, div_eq_iff (by positivity)]
    linear_combination c * hc + hvc
  · rintro _ ⟨⟨a, b⟩, rfl⟩
    show E ≤ (2 * v * a + D * (a ^ 2 + ∑ i, b i ^ 2)) /
      (1 + (a ^ 2 + ∑ i, b i ^ 2) / ((n : ℝ) + 1))
    have ht : 0 ≤ ∑ i, b i ^ 2 := Finset.sum_nonneg fun i _ => sq_nonneg _
    generalize ∑ i, b i ^ 2 = t at ht ⊢
    rw [le_div_iff₀ (by positivity)]
    -- complete the square around the optimal amplitude
    have key : 2 * v * a + D * (a ^ 2 + t) - E * (1 + (a ^ 2 + t) / ((n : ℝ) + 1)) =
        (D - E / ((n : ℝ) + 1)) * (a - c) ^ 2 + (D - E / ((n : ℝ) + 1)) * t := by
      linear_combination (2 * a - c) * hc + hvc
    have h1 := mul_nonneg hK.le (sq_nonneg (a - c))
    have h2 := mul_nonneg hK.le ht
    linarith

/-- The exact ground energy of the active unit together with `n` inert units is the lower
level of the active unit alone, for every `n`. -/
theorem exact_isLeast (n : ℕ) (v : ℝ) {D : ℝ} (hD : 0 < D) :
    IsLeast {E | ∃ x y : Finset (Fin n) → ℝ,
      ∑ S, (x S ^ 2 + y S ^ 2) = 1 ∧ meanEnergy n v D x y = E} (unitEnergy v D) := by
  have h1 : unitEnergy v D = acpfEnergy 1 v D := by simp [unitEnergy, acpfEnergy]
  obtain ⟨hE, hr⟩ := acpfEnergy_root v one_pos hD
  rw [← h1, div_one] at hr
  rw [← h1] at hE
  generalize unitEnergy v D = e at hE hr ⊢
  have hK : 0 < D - e := by linarith
  obtain ⟨w, hw⟩ : ∃ w : ℝ, w * (D - e) = v := ⟨v / (D - e), div_mul_cancel₀ _ hK.ne'⟩
  have hvw : v * w = -e := mul_right_cancel₀ hK.ne' (by linear_combination v * hw + hr)
  constructor
  · -- all inert units in their lower level, the active one in its ground state
    obtain ⟨p, hp⟩ : ∃ p : ℝ, p ^ 2 * (1 + w ^ 2) = 1 :=
      ⟨(√(1 + w ^ 2))⁻¹, by
        rw [inv_pow, Real.sq_sqrt (by positivity)]
        exact inv_mul_cancel₀ (by positivity)⟩
    refine ⟨fun S => if S = ∅ then p else 0, fun S => if S = ∅ then -(w * p) else 0, ?_, ?_⟩
    · rw [Finset.sum_eq_single ∅ (by intro S _ hS; simp [hS]) (by simp)]
      simp only [↓reduceIte]
      linear_combination hp
    · unfold meanEnergy
      rw [Finset.sum_eq_single ∅ (by intro S _ hS; simp [hS]) (by simp)]
      simp only [↓reduceIte, Finset.card_empty, Nat.cast_zero]
      linear_combination e * hp - p ^ 2 * hvw + p ^ 2 * w * hw
  · rintro _ ⟨x, y, hn, rfl⟩
    have h : e * ∑ S, (x S ^ 2 + y S ^ 2) ≤ meanEnergy n v D x y := by
      unfold meanEnergy
      rw [Finset.mul_sum]
      refine Finset.sum_le_sum fun S _ => ?_
      have h2 : 0 ≤ D * (S.card : ℝ) * (x S ^ 2 + y S ^ 2) := by positivity
      have h3 := mul_nonneg hK.le (sq_nonneg (y S + w * x S))
      have h4 : 2 * v * x S * y S + D * y S ^ 2 - e * (x S ^ 2 + y S ^ 2) =
          (D - e) * (y S + w * x S) ^ 2 := by
        linear_combination (-(2 * x S * y S) - w * x S ^ 2) * hw - x S ^ 2 * hvw
      linarith
    rwa [hn, mul_one] at h

/-- The averaged coupled-pair energy of a coupled unit drops strictly as the number of units
in the normalisation grows. -/
theorem acpfEnergy_strictAnti {M N v D : ℝ} (hM : 0 < M) (hMN : M < N) (hD : 0 < D)
    (hv : v ≠ 0) : acpfEnergy N v D < acpfEnergy M v D := by
  have hN : 0 < N := hM.trans hMN
  obtain ⟨hE, hrE⟩ := acpfEnergy_root v hN hD
  obtain ⟨-, hrF⟩ := acpfEnergy_root v hM hD
  have hF := acpfEnergy_neg hM hD hv
  generalize acpfEnergy N v D = E at hE hrE ⊢
  generalize acpfEnergy M v D = F at hF hrF ⊢
  by_contra hcon
  have hFE : F ≤ E := not_lt.1 hcon
  rw [div_eq_mul_inv] at hrE hrF
  -- compare the two quadratic equations
  have h1 : 0 < F ^ 2 * (M⁻¹ - N⁻¹) :=
    mul_pos (pow_pos_of_neg_sq hF) (sub_pos.2 (inv_strictAnti₀ hM hMN))
  have h2 : 0 ≤ (E - F) * (D + (-(E + F)) * N⁻¹) :=
    mul_nonneg (by linarith)
      (add_nonneg hD.le (mul_nonneg (by linarith) (inv_nonneg.2 hN.le)))
  nlinarith [h1, h2, hrE, hrF]
where
  pow_pos_of_neg_sq {F : ℝ} (hF : F < 0) : 0 < F ^ 2 := by nlinarith

/-- For `N` units the averaged coupled-pair energy lies above `-v²/D`, by at most
`(v²/D)² / (N D)`. -/
theorem acpfEnergy_large_N {N v D : ℝ} (hN : 0 < N) (hD : 0 < D) (hv : v ≠ 0) :
    0 < acpfEnergy N v D + v ^ 2 / D ∧
      acpfEnergy N v D + v ^ 2 / D ≤ (v ^ 2 / D) ^ 2 / (N * D) := by
  obtain ⟨-, hr⟩ := acpfEnergy_root v hN hD
  have hE := acpfEnergy_neg hN hD hv
  have hw : v ^ 2 / D * D = v ^ 2 := div_mul_cancel₀ _ hD.ne'
  generalize acpfEnergy N v D = E at hE hr ⊢
  generalize v ^ 2 / D = w at hw ⊢
  have hEN : E / N * N = E := div_mul_cancel₀ _ hN.ne'
  have hND : 0 < N * D := mul_pos hN hD
  have hk : (E + w) * (N * D) = E ^ 2 := by
    linear_combination N * hr + N * hw + E * hEN
  have hpos : 0 < E + w := by
    by_contra hcon
    nlinarith [mul_nonneg (neg_nonneg.2 (not_lt.1 hcon)) hND.le, mul_pos_of_neg_of_neg hE hE]
  refine ⟨hpos, ?_⟩
  rw [le_div_iff₀ hND, hk]
  nlinarith [mul_nonneg hpos.le (show 0 ≤ w - E by linarith)]

/-- One coupled and one inert unit: the averaged coupled-pair minimum is `D - √(D² + 2v²)`,
strictly below the lower level `(D - √(D² + 4v²)) / 2` of the coupled unit. -/
theorem inert_unit_spoils_energy {v D : ℝ} (hD : 0 < D) (hv : v ≠ 0) :
    IsLeast (Set.range fun p : ℝ × ℝ =>
        (2 * v * p.1 + D * (p.1 ^ 2 + p.2 ^ 2)) / (1 + (p.1 ^ 2 + p.2 ^ 2) / 2))
      (D - √(D ^ 2 + 2 * v ^ 2)) ∧
    D - √(D ^ 2 + 2 * v ^ 2) < (D - √(D ^ 2 + 4 * v ^ 2)) / 2 := by
  have h11 : ((1 : ℕ) : ℝ) + 1 = 2 := by norm_num
  have h2 : acpfEnergy 2 v D = D - √(D ^ 2 + 2 * v ^ 2) := by
    have h : D ^ 2 + 4 * v ^ 2 / 2 = D ^ 2 + 2 * v ^ 2 := by ring
    rw [acpfEnergy, h]
    ring
  have hfun : ∀ (a : ℝ) (b : Fin 1 → ℝ), acpf 1 v D a b =
      (2 * v * a + D * (a ^ 2 + b 0 ^ 2)) / (1 + (a ^ 2 + b 0 ^ 2) / 2) := by
    intro a b
    have hb : ∑ i, b i ^ 2 = b 0 ^ 2 := by simp
    rw [acpf, h11, hb]
  have h := acpf_isLeast 1 v hD
  rw [h11, h2] at h
  refine ⟨⟨?_, ?_⟩, ?_⟩
  · obtain ⟨⟨a, b⟩, hab⟩ := h.1
    exact ⟨(a, b 0), (hfun a b).symm.trans hab⟩
  · rintro _ ⟨⟨a, b⟩, rfl⟩
    exact (h.2 ⟨(a, fun _ => b), rfl⟩).trans_eq (hfun a fun _ => b)
  · have h3 := acpfEnergy_strictAnti one_pos one_lt_two hD hv
    have h4 : acpfEnergy 1 v D = (D - √(D ^ 2 + 4 * v ^ 2)) / 2 := by simp [acpfEnergy]
    rwa [h2, h4] at h3

end

end AveragedCoupledPairInertUnits
```

```lean
#print axioms AveragedCoupledPairInertUnits.exact_isLeast
#print axioms AveragedCoupledPairInertUnits.acpfEnergy_large_N
#print axioms AveragedCoupledPairInertUnits.inert_unit_spoils_energy
```

```
'AveragedCoupledPairInertUnits.exact_isLeast' depends on axioms: [propext, Classical.choice, Quot.sound]
'AveragedCoupledPairInertUnits.acpfEnergy_large_N' depends on axioms: [propext, Classical.choice, Quot.sound]
'AveragedCoupledPairInertUnits.inert_unit_spoils_energy' depends on axioms: [propext, Classical.choice, Quot.sound]
```

## Two minima for the same system

The final theorem, `inert_unit_spoils_energy`, concerns real amplitudes \(a\) for the coupled unit and \(b\) for the inert one. It states that

\[
\min_{a,b}\frac{2va+D(a^2+b^2)}{1+(a^2+b^2)/2}=D-\sqrt{D^2+2v^2}<\frac{D-\sqrt{D^2+4v^2}}{2}.
\]

`IsLeast` says that the value is a lower bound and is attained. The right-hand side is `unitEnergy`, the lower level of the coupled unit, with energies measured from its uncoupled lower level.

More generally, `acpf` has \(n\) inert units with amplitudes `b i`, and \(N=n+1\) in the denominator. The reference, with every unit in its lower level, has amplitude 1, and the only other configurations included have exactly one excited unit. Its minimum is `acpfEnergy` at \(N\). For \(n=0\) this is the exact unit energy.

The exact problem, `exact_isLeast`, uses the full product space. A set \(S\) lists the excited inert units, and \(x_S\), \(y_S\) are the amplitudes with the active unit in its lower or upper level. Over normalised real states the least value of `meanEnergy` is `unitEnergy`, for every \(n\).

The functional is taken as given, not derived from an electronic Hamiltonian, and the units do not interact. Within this model, the result shows that an averaged coupled-pair energy for a fragment can depend on spectator pairs that contribute no correlation energy but are counted in the normalisation, which matters when energies of systems of different size are compared.

## Completing the square

Write \(s=\sqrt{D^2+4v^2/N}\) and \(E=N(D-s)/2\). Since \(s\ge D\), \(E\le 0\). Also \(K=D-E/N=(D+s)/2>0\), so

\[
EK=\frac{N(D^2-s^2)}{4}=-v^2 .
\]

This is `acpfEnergy_root`. The proofs of `acpf_isLeast`, `exact_isLeast`, `acpfEnergy_strictAnti` and `acpfEnergy_large_N` replace the closed form by a letter and use this equation and the sign of \(E\).

Put \(c=-v/K\). Then \(vc=E\) and \(Kc^2=-vc=-E\). With \(t=\sum_i b_i^2\), numerator minus \(E\) times denominator is

\[
2va+K(a^2+t)-E=K(a-c)^2+Kt\ge 0 .
\]

The denominator is positive, so the functional is at least \(E\), with equality at \(a=c\), \(b=0\). In `acpf_isLeast` this identity is `key`, checked by `linear_combination`.

For the exact energy, let \(e\) be the closed form at \(N=1\), so \(e(D-e)=-v^2\), and let \(w=v/(D-e)\), so \(vw=-e\). For each \(S\),

\[
2vx_Sy_S+Dy_S^2-e(x_S^2+y_S^2)=(D-e)(y_S+wx_S)^2\ge 0 .
\]

The inert excitations add \(D|S|(x_S^2+y_S^2)\ge 0\). Summing over \(S\) and using normalisation gives the bound \(e\). It is attained with only \(S=\emptyset\) occupied, \(x_\emptyset=1/\sqrt{1+w^2}\) and \(y_\emptyset=-wx_\emptyset\).

## Why more units lower the energy

Let \(0<M<N\), with closed forms \(F\) at \(M\) and \(E\) at \(N\). Subtracting their quadratic equations gives

\[
(E-F)\left(D-\frac{E+F}{N}\right)+F^2\left(\frac1M-\frac1N\right)=0 .
\]

For \(v\ne0\), `acpfEnergy_neg` gives \(F<0\), so the second term is positive. If \(F\le E\), the first would be non-negative, a contradiction. Hence \(E<F\), which is `acpfEnergy_strictAnti`; taking \(M=1\), \(N=2\) gives the strict inequality of the final theorem.

For \(v\ne0\), the same quadratic equation also gives

\[
E+\frac{v^2}{D}=\frac{E^2}{ND}>0 .
\]

Thus \(|E|<v^2/D\), and the difference is at most \((v^2/D)^2/(ND)\), as `acpfEnergy_large_N` states. As \(N\) grows at fixed \(v\) and \(D\), the energy therefore falls towards the second-order value \(-v^2/D\).

## Numbers, and the role of the hypotheses

Take \(D=1\) and \(v=2\sqrt3\). The exact energy is \((1-\sqrt{49})/2=-3\), while the functional for two units has minimum \(1-\sqrt{25}=-4\). Here \(K=3\) and \(c=-2/\sqrt3\), so at the minimum the numerator is \(-8+4/3=-20/3\), the denominator is \(5/3\), and their ratio is \(-4\). The coupling is chosen large to give round numbers; for \(|v|\ll D\) the functional for two units lies below the exact energy by only about \(v^4/(2D^3)\).

If \(v=0\) is allowed, both energies are zero and the strict inequality fails. If \(D>0\) is dropped, `exact_isLeast` can fail: for \(D=-1\), \(v=0\), \(n=1\), exciting both units gives \(-2\), below `unitEnergy`, which is \(-1\).
